# One polarization at the magic angle gives the powder dipole X-ray absorption of a crystal with a threefold or higher axis

To compare a computed X-ray absorption spectrum with a powder measurement, one averages the calculated absorption over polarizations, for instance over three orthogonal directions. In the electric dipole approximation, a crystal with a threefold or higher axis allows a shorter route: a single linear polarization, at a suitable angle to the axis, already gives the average. The problems below find that angle and show that a twofold axis alone provides no direction that works for every absorption tensor it allows.

## Absorption tensor, axis and powder value

In Lean 4 with Mathlib:

```lean
import Mathlib

open Matrix

namespace XrayLinearDichroism

noncomputable section
```

At one photon energy, the dipole absorption is described by a real $3\times3$ matrix $A$, taken as given and not computed from wavefunctions. It belongs to the whole crystal, summed over equivalent absorbing atoms, since a single site may have lower symmetry. In that case the absorption for the one polarization must be summed over these atoms, whereas the average over three orthogonal directions can be taken for one atom, because equivalent atoms have the same trace. Indices $0,1,2$ stand for $x,y,z$, and the symmetry axis lies along $z$. Rotation about it by an angle $\varphi$ is the matrix $R$:

```lean
/-- The rotation by the angle `φ` about the z axis. -/
def rotZ (φ : ℝ) : Matrix (Fin 3) (Fin 3) ℝ :=
  !![Real.cos φ, -Real.sin φ, 0; Real.sin φ, Real.cos φ, 0; 0, 0, 1]
```

An $n$-fold axis means that $A$ commutes with $R$ at $\varphi=2\pi/n$. Symmetry of the matrix, $A^T=A$, is a separate hypothesis, `A.IsSymm`, in the theorems that assume it.

```lean
/-- The tensor `A` is invariant under an `n`-fold rotation about z, for `n ≥ 1`:
it commutes with the rotation by `2π/n`. -/
def HasAxis (n : ℕ) (A : Matrix (Fin 3) (Fin 3) ℝ) : Prop :=
  A * rotZ (2 * Real.pi / n) = rotZ (2 * Real.pi / n) * A
```

A real vector $e$ describes linear polarization, and the absorption is $e\cdot Ae$. Circular polarization and quadrupole transitions lie beyond this model. Normalisation is also a separate hypothesis, written `e ⬝ᵥ e = 1`.

```lean
/-- The absorption `e · A e` of light with linear polarization `e`. -/
def absorption (A : Matrix (Fin 3) (Fin 3) ℝ) (e : Fin 3 → ℝ) : ℝ :=
  e ⬝ᵥ (A *ᵥ e)
```

The powder value is defined as one third of the trace.

```lean
/-- The isotropic (powder) absorption, one third of the trace of the tensor. -/
def isotropic (A : Matrix (Fin 3) (Fin 3) ℝ) : ℝ :=
  A.trace / 3
```

## Problems

**(a)** Show that the mean absorption over any three orthonormal polarizations $q_0,q_1,q_2$ is the powder value:
$$\frac13\sum_k q_k\cdot Aq_k=\frac{\operatorname{tr}A}{3}.$$

*Solution.* Let $Q$ have the $q_k$ as columns, so that $QQ^T=1$. The three absorptions are the diagonal elements of $Q^TAQ$. By cyclicity of the trace,
$$\sum_k q_k\cdot Aq_k=\operatorname{tr}(Q^TAQ)=\operatorname{tr}(AQQ^T)=\operatorname{tr}A.$$
Since every orthonormal triad gives the same mean, averaging over random crystal orientations leaves it unchanged, which is the physical reason for the definition. In the code, `h` is the first equality and `Matrix.trace_mul_comm` the cyclic step. No symmetry of $A$ is needed.

```lean
/-- The isotropic absorption is the mean over any three mutually orthogonal unit
polarizations, given as the columns of an orthogonal matrix `Q`. -/
theorem mean_orthogonal_polarizations (A Q : Matrix (Fin 3) (Fin 3) ℝ)
    (hQ : Q * Qᵀ = 1) :
    (∑ k, absorption A (fun i => Q i k)) / 3 = isotropic A := by
  -- the three absorptions are the diagonal elements of the rotated tensor
  have h : ∑ k, absorption A (fun i => Q i k) = (Qᵀ * (A * Q)).trace := by
    simp [absorption, Matrix.trace, Matrix.mul_apply, dotProduct, Matrix.mulVec]
  rw [h, Matrix.trace_mul_comm, Matrix.mul_assoc, hQ, Matrix.mul_one]
  rfl
```

**(b)** Show that the rotation angle of a threefold or higher axis satisfies
$$\sin(2\pi/n)>0\qquad(n\ge3).$$

*Solution.* For $n\ge3$ we have $0<2\pi/n\le2\pi/3<\pi$, and the sine is positive between $0$ and $\pi$. The two bullets in the proof are the lower and upper bounds on the angle.

```lean
/-- The rotation angle of a threefold or higher axis has a positive sine. -/
theorem sin_axis_pos {n : ℕ} (hn : 3 ≤ n) : 0 < Real.sin (2 * Real.pi / n) := by
  have hn' : (3 : ℝ) ≤ n := by exact_mod_cast hn
  have hpos : (0 : ℝ) < n := by linarith
  apply Real.sin_pos_of_pos_of_lt_pi
  · have := Real.pi_pos
    positivity
  · rw [div_lt_iff₀ hpos]
    nlinarith [Real.pi_pos]
```

**(c)** Find the form of a symmetric $A$ with such an axis by showing that
$$A_{11}=A_{00},\qquad A_{01}=A_{02}=A_{12}=0.$$

*Solution.* Write $c=\cos(2\pi/n)$ and $s=\sin(2\pi/n)$. The $00$ and $01$ entries of $AR=RA$ read
$$cA_{00}+sA_{01}=cA_{00}-sA_{10},\qquad -sA_{00}+cA_{01}=cA_{01}-sA_{11}.$$
With $A_{10}=A_{01}$ they become $2sA_{01}=0$ and $s(A_{11}-A_{00})=0$. Since $s\neq0$ by (b), $A_{01}=0$ and $A_{11}=A_{00}$.

The $02$ and $12$ entries read
$$A_{02}=cA_{02}-sA_{12},\qquad A_{12}=sA_{02}+cA_{12}.$$
Multiply the first by $A_{12}$, the second by $A_{02}$, and subtract. The result is $0=-s(A_{02}^2+A_{12}^2)$, so both elements vanish.

The equations `e00` to `e12` are these four entries. Each `linear_combination` forms the stated combination, and `mul_left_cancel₀` divides by $s$.

```lean
/-- For a symmetric tensor with a threefold or higher axis along z, the two in-plane
diagonal elements agree and the off-diagonal elements vanish. -/
theorem axial_entries {n : ℕ} (hn : 3 ≤ n) {A : Matrix (Fin 3) (Fin 3) ℝ}
    (hs : A.IsSymm) (hA : HasAxis n A) :
    A 1 1 = A 0 0 ∧ A 0 1 = 0 ∧ A 0 2 = 0 ∧ A 1 2 = 0 := by
  have hsin := (sin_axis_pos hn).ne'
  unfold HasAxis at hA
  generalize 2 * Real.pi / (n : ℝ) = φ at hA hsin
  have h10 : A 1 0 = A 0 1 := hs.apply 0 1
  -- four entries of the commutation relation
  have e00 := congrArg (fun M : Matrix (Fin 3) (Fin 3) ℝ => M 0 0) hA
  have e01 := congrArg (fun M : Matrix (Fin 3) (Fin 3) ℝ => M 0 1) hA
  have e02 := congrArg (fun M : Matrix (Fin 3) (Fin 3) ℝ => M 0 2) hA
  have e12 := congrArg (fun M : Matrix (Fin 3) (Fin 3) ℝ => M 1 2) hA
  simp [rotZ, Matrix.mul_apply, Fin.sum_univ_three] at e00 e01 e02 e12
  rw [h10] at e00
  have k1 : A 1 1 = A 0 0 :=
    mul_left_cancel₀ hsin (by linear_combination e01)
  have k2 : A 0 1 = 0 :=
    mul_left_cancel₀ hsin (by linear_combination e00 / 2)
  -- the rotation fixes the in-plane vector (A 0 2, A 1 2); its sine is nonzero, so the vector is zero
  have k3 : A 0 2 ^ 2 + A 1 2 ^ 2 = 0 :=
    mul_left_cancel₀ hsin (by linear_combination A 1 2 * e02 - A 0 2 * e12)
  refine ⟨k1, k2, ?_, ?_⟩
  · exact pow_eq_zero_iff (two_ne_zero) |>.mp
      (by nlinarith [sq_nonneg (A 0 2), sq_nonneg (A 1 2)])
  · exact pow_eq_zero_iff (two_ne_zero) |>.mp
      (by nlinarith [sq_nonneg (A 0 2), sq_nonneg (A 1 2)])
```

**(d)** For a unit polarization and a tensor as in (c), derive the dichroism law
$$e\cdot Ae=\frac{\operatorname{tr}A}{3}+(A_{22}-A_{00})\left(e_2^2-\tfrac13\right).$$

*Solution.* By (c) and $e_0^2+e_1^2=1-e_2^2$,
$$e\cdot Ae=A_{00}(e_0^2+e_1^2)+A_{22}e_2^2=A_{00}+(A_{22}-A_{00})e_2^2.$$
The powder value is
$$\frac{2A_{00}+A_{22}}{3}=A_{00}+\frac{A_{22}-A_{00}}{3}.$$
Subtracting gives the law. The proof substitutes the entries from (c), and its last line uses normalisation multiplied by $A_{00}$.

```lean
/-- Linear dichroism law: for a symmetric tensor with a threefold or higher axis along z
and a unit polarization `e`, the absorption deviates from its isotropic value by
`(A_zz - A_xx) (e_z² - 1/3)`. -/
theorem dichroism_law {n : ℕ} (hn : 3 ≤ n) {A : Matrix (Fin 3) (Fin 3) ℝ}
    (hs : A.IsSymm) (hA : HasAxis n A) {e : Fin 3 → ℝ} (he : e ⬝ᵥ e = 1) :
    absorption A e = isotropic A + (A 2 2 - A 0 0) * (e 2 ^ 2 - 1 / 3) := by
  obtain ⟨h11, h01, h02, h12⟩ := axial_entries hn hs hA
  have h10 : A 1 0 = A 0 1 := hs.apply 0 1
  have h20 : A 2 0 = A 0 2 := hs.apply 0 2
  have h21 : A 2 1 = A 1 2 := hs.apply 1 2
  simp only [dotProduct, Fin.sum_univ_three] at he
  simp only [absorption, isotropic, dotProduct, Matrix.mulVec, Matrix.trace,
    Matrix.diag_apply, Fin.sum_univ_three]
  rw [h10, h20, h21, h11, h01, h02, h12]
  linear_combination A 0 0 * he
```

**(e)** Fix $n\ge3$ and a unit vector $e$. Show that $e$ gives the powder value for every symmetric tensor with an $n$-fold axis if and only if
$$e_2^2=\tfrac13.$$

*Solution.* If $e_2^2=1/3$, the second term in (d) vanishes for every allowed tensor. Conversely, test with $A=\operatorname{diag}(0,0,1)$, which commutes with every rotation about $z$. Its absorption is $e_2^2$ and its powder value is $1/3$, so the two must agree. The angle between $e$ and the axis is $\arccos(1/\sqrt3)\approx54.7^\circ$, or its supplement. It does not depend on photon energy, so the same polarization serves for the whole spectrum.

```lean
/-- Magic angle: for `n ≥ 3`, a unit polarization `e` gives the isotropic absorption for
every symmetric tensor with an `n`-fold axis along z if and only if `e_z² = 1/3`. -/
theorem magic_angle_iff {n : ℕ} (hn : 3 ≤ n) {e : Fin 3 → ℝ} (he : e ⬝ᵥ e = 1) :
    (∀ A : Matrix (Fin 3) (Fin 3) ℝ, A.IsSymm → HasAxis n A →
      absorption A e = isotropic A) ↔ e 2 ^ 2 = 1 / 3 := by
  constructor
  · intro h
    -- test with a tensor that absorbs only along the axis
    have h1 := h !![0, 0, 0; 0, 0, 0; 0, 0, 1]
      (Matrix.IsSymm.ext (fun i j => by fin_cases i <;> fin_cases j <;> rfl))
      (by
        unfold HasAxis
        ext i j
        fin_cases i <;> fin_cases j <;>
          simp [rotZ, Matrix.mul_apply, Fin.sum_univ_three])
    simp [absorption, isotropic, dotProduct, Matrix.mulVec, Matrix.trace,
      Fin.sum_univ_three] at h1
    linarith
  · intro h A hs hA
    rw [dichroism_law hn hs hA he, h]
    ring
```

**(f)** Now take one fixed tensor as in (c), with $A_{22}\neq A_{00}$. Show that for a unit vector $e$
$$e\cdot Ae=\frac{\operatorname{tr}A}{3}\iff e_2^2=\tfrac13.$$

*Solution.* By (d), equality on the left means $(A_{22}-A_{00})(e_2^2-1/3)=0$. The first factor is nonzero, so the second vanishes; the converse is immediate. When $A_{22}=A_{00}$, every unit polarization gives the powder value. The proof cancels the nonzero factor with `resolve_left`.

```lean
/-- For a single symmetric tensor with a threefold or higher axis along z and
`A_zz ≠ A_xx`, a unit polarization gives the isotropic absorption if and only if
`e_z² = 1/3`. -/
theorem magic_angle_of_dichroic {n : ℕ} (hn : 3 ≤ n) {A : Matrix (Fin 3) (Fin 3) ℝ}
    (hs : A.IsSymm) (hA : HasAxis n A) (hd : A 2 2 ≠ A 0 0)
    {e : Fin 3 → ℝ} (he : e ⬝ᵥ e = 1) :
    absorption A e = isotropic A ↔ e 2 ^ 2 = 1 / 3 := by
  rw [dichroism_law hn hs hA he]
  constructor
  · intro h
    have h0 : (A 2 2 - A 0 0) * (e 2 ^ 2 - 1 / 3) = 0 := by linarith
    have h1 := (mul_eq_zero.mp h0).resolve_left (sub_ne_zero.mpr hd)
    linarith
  · intro h
    rw [h]
    ring
```

**(g)** Show that for a twofold axis no real vector $e$, normalised or not, satisfies
$$e\cdot Ae=\frac{\operatorname{tr}A}{3}\quad\text{for every symmetric }A\text{ with that axis}.$$

*Solution.* Rotation by $\pi$ is $\operatorname{diag}(-1,-1,1)$, which allows any symmetric in-plane block. Take $A_{00}=a$, $A_{11}=b$, $A_{01}=A_{10}=d$ and all other elements zero. The requirement becomes
$$ae_0^2+be_1^2+2d\,e_0e_1=\frac{a+b}{3}.$$
The choices $(a,b,d)=(1,0,0)$, $(0,1,0)$ and $(0,0,1)$ give $e_0^2=1/3$, $e_1^2=1/3$ and $e_0e_1=0$. But then $(e_0e_1)^2$ would be both $1/9$ and $0$. The third choice by itself would mean negative absorption for some polarizations, but the physically allowed choice $(1,1,1)$, combined with the first two, also gives $e_0e_1=0$. In the code, `key` is the displayed equation, and `hx`, `hy` and `hxy` are its three cases.

Each single symmetric tensor does have unit directions that give its powder value, for instance the one with equal components along its three principal axes. With only a twofold axis, as in a monoclinic crystal, two of the principal axes can turn with photon energy, and this direction turns with them. In an orthorhombic crystal all three are fixed by symmetry, so $e=(1,1,1)/\sqrt3$, with components along the crystal axes, gives the powder value at every energy.

```lean
/-- For a twofold axis along z, no real polarization vector gives the isotropic absorption
for every symmetric tensor with that axis. -/
theorem no_magic_angle_twofold :
    ¬ ∃ e : Fin 3 → ℝ, ∀ A : Matrix (Fin 3) (Fin 3) ℝ, A.IsSymm → HasAxis 2 A →
      absorption A e = isotropic A := by
  rintro ⟨e, h⟩
  have hpi : 2 * Real.pi / ((2 : ℕ) : ℝ) = Real.pi := by
    push_cast
    ring
  -- a twofold axis allows any symmetric in-plane block
  have key : ∀ a b d : ℝ,
      a * e 0 ^ 2 + b * e 1 ^ 2 + 2 * d * (e 0 * e 1) = (a + b) / 3 := by
    intro a b d
    have h1 := h !![a, d, 0; d, b, 0; 0, 0, 0]
      (Matrix.IsSymm.ext (fun i j => by fin_cases i <;> fin_cases j <;> rfl))
      (by
        unfold HasAxis
        rw [hpi]
        ext i j
        fin_cases i <;> fin_cases j <;>
          simp [rotZ, Matrix.mul_apply, Fin.sum_univ_three])
    simp [absorption, isotropic, dotProduct, Matrix.mulVec, Matrix.trace,
      Fin.sum_univ_three] at h1
    linarith
  have hx : e 0 ^ 2 = 1 / 3 := by linarith [key 1 0 0]
  have hy : e 1 ^ 2 = 1 / 3 := by linarith [key 0 1 0]
  have hxy : e 0 * e 1 = 0 := by linarith [key 0 0 1]
  have hsq : (e 0 * e 1) ^ 2 = 1 / 9 := by
    rw [mul_pow, hx, hy]
    norm_num
  rw [hxy] at hsq
  norm_num at hsq

end

end XrayLinearDichroism
```

```lean
#print axioms XrayLinearDichroism.mean_orthogonal_polarizations
-- 'XrayLinearDichroism.mean_orthogonal_polarizations' depends on axioms: [propext, Classical.choice, Quot.sound]
#print axioms XrayLinearDichroism.magic_angle_iff
-- 'XrayLinearDichroism.magic_angle_iff' depends on axioms: [propext, Classical.choice, Quot.sound]
#print axioms XrayLinearDichroism.magic_angle_of_dichroic
-- 'XrayLinearDichroism.magic_angle_of_dichroic' depends on axioms: [propext, Classical.choice, Quot.sound]
#print axioms XrayLinearDichroism.no_magic_angle_twofold
-- 'XrayLinearDichroism.no_magic_angle_twofold' depends on axioms: [propext, Classical.choice, Quot.sound]
```
